# For finitely many uncoupled levels, the imaginary-time propagator is diagonal with entries exp(−t eₖ)

The theorem concerns a one-particle system with finitely many uncoupled levels of real energies eₖ, whose Hamiltonian D is the diagonal matrix of those energies. It states that, for every real t, the matrix exponential exp(−tD) is the diagonal matrix with the real number exp(−t eₖ), regarded as complex, at level k. The attempt moves the factor −t inside the diagonal matrix and uses `Matrix.exp_diagonal` to replace the matrix exponential by the exponential of the function listing the diagonal entries. It then compares the two sides at a single level k.

This version doesn't compile in Lean 4 with Mathlib:

```lean
import Mathlib

open Matrix Filter Topology

namespace PropagatorEq

noncomputable section

variable {m n : Type*} [Fintype n]

variable [Fintype m] [DecidableEq m] [DecidableEq n]

/-- The one-particle imaginary-time propagator `exp(-tD)` for levels `e`. -/
def propagator (e : m → ℝ) (t : ℝ) : Matrix m m ℂ :=
  NormedSpace.exp ((-t) • diagonal fun k => (e k : ℂ))

/-- The propagator is diagonal, with the factor `exp(-t e_k)` on level `k`. -/
theorem propagator_eq (e : m → ℝ) (t : ℝ) :
    propagator e t = diagonal fun k => ((Real.exp (-(t * e k)) : ℝ) : ℂ) := by
  unfold propagator
  rw [← Matrix.diagonal_smul, Matrix.exp_diagonal]
  congr 1
  funext k
  open NormedSpace in rw [Pi.exp_apply, ← Complex.exp_eq_exp_ℂ]
  simp [Complex.ofReal_exp]

end

end PropagatorEq
```

Lean reports:

```
Main.lean:24:26: error(lean.unknownIdentifier): Unknown identifier `Pi.exp_apply`
Main.lean:19:76: error: unsolved goals
m : Type u_1
inst✝¹ : Fintype m
inst✝ : DecidableEq m
e : m → ℝ
t : ℝ
k : m
⊢ NormedSpace.exp (-t • fun k => ↑(e k)) k = ↑(Real.exp (-(t * e k)))
```

Diagnosis. The first message says that Lean knows no declaration by the name `Pi.exp_apply`, even with the namespace `NormedSpace` opened. The second shows the goal left unproved: its left side is the exponential of a whole function, evaluated at `k`. The missing step is to bring the evaluation inside the exponential, so that what remains is the exponential of one complex number.

The repair gets this step from `NormedSpace.map_exp`, which lets a continuous ring homomorphism pass through the exponential. Here the homomorphism is evaluation at `k`, given by `Pi.evalRingHom`, and `continuous_apply k` supplies its continuity. The `.trans ?_` leaves the equation between the exponential at level `k` and the right side still to be proved. The rewrite with `Complex.exp_eq_exp_ℂ`, kept from the first version, now meets an exponential in ℂ and turns it into `Complex.exp`, and the unchanged `simp` finishes the proof. The prefix `open NormedSpace in` is dropped because the new lemma is called by its full name, and the added comment is only explanatory.

As a diff, the version that Lean accepts:

```diff
@@ -22,5 +22,8 @@
   congr 1
   funext k
-  open NormedSpace in rw [Pi.exp_apply, ← Complex.exp_eq_exp_ℂ]
+  -- evaluation at one level is a continuous ring homomorphism
+  refine (NormedSpace.map_exp (Pi.evalRingHom (fun _ : m => ℂ) k) (continuous_apply k)
+    ((-t) • fun k => (e k : ℂ))).trans ?_
+  rw [← Complex.exp_eq_exp_ℂ]
   simp [Complex.ofReal_exp]
 
```
